# The dynamic charge of the undimerized Rice–Mele chain grows as 2/D for small staggered energy D

Let $t>0$ be the mean hopping of a Rice–Mele chain, $\delta$ its dimerization (the hoppings alternate between $t+\delta$ and $t-\delta$), $D>0$ the staggered on-site energy and $k$ the crystal momentum in units of the inverse cell length. The two-band Hamiltonian is $h\cdot\sigma$, where $\sigma$ is the vector of Pauli matrices and

$$h=(2t\cos(k/2),\;2\delta\sin(k/2),\;D).$$

Define the dynamic charge $Z$ as the integral over $0\le k\le2\pi$ of the curvature $-h\cdot(\partial_kh\times\partial_\delta h)/(2|h|^3)$ at $\delta=0$. Then

$$0<Z<\frac2D,\qquad DZ\to2\quad\text{as } D\to0^+.$$

Take the lower band filled and the upper band empty. Up to a constant prefactor, $Z$ is then the electronic polarization response to dimerization in this non-interacting two-band model. At $\delta=0$ the band gap is $2D$, so at this filling $D>0$ keeps the chain insulating, and the response diverges as the gap closes.

## From the curvature to the bounds

Write $s=\sin(k/2)$ and $c=\cos(k/2)$. The tangent vectors are $\partial_kh=(-ts,\delta c,0)$ and $\partial_\delta h=(0,2s,0)$. Their cross product is $(0,0,-2ts^2)$, so the curvature is $Dts^2/|h|^3$. At $\delta=0$ the length is $r=\sqrt{D^2+4t^2c^2}$, and

$$Z=\int_0^{2\pi}\frac{Dts^2}{r^3}\,dk.$$

With $s$ in place of $s^2$ the integral is elementary. Since $c'=-s/2$ and $r'=-2t^2cs/r$,

$$\frac{d}{dk}\left(-\frac{2t}{D}\frac cr\right)=\frac{ts\,(r^2-4t^2c^2)}{Dr^3}=\frac{Dts}{r^3}.$$

Evaluating at the endpoints, where $c=\pm1$, gives

$$J=\int_0^{2\pi}\frac{Dts}{r^3}\,dk=\frac{4t}{D\sqrt{D^2+4t^2}}.$$

On the integration range $0\le s\le1$, hence $s^2\le s$ and $Z\le J$. Conversely, $s-s^2\le1-s^2=c^2$, while $r\ge D$ and $r^2\ge4t^2c^2$. Therefore $4t^2D(s-s^2)\le4t^2Dc^2\le r^3$, and dividing by $4tr^3$ shows that the two integrands differ by at most $1/(4t)$. Integration gives

$$J-\frac{\pi}{2t}\le Z\le J.$$

The integrand of $Z$ is positive for $0<k<2\pi$, so $Z>0$. Because $\sqrt{D^2+4t^2}>2t$, also $Z\le J<2/D$. Multiplying by $D$,

$$\frac{4t}{\sqrt{D^2+4t^2}}-\frac{\pi D}{2t}\le DZ<2,$$

and the left side tends to $2$. Consequently $Z=(DZ)/D\to\infty$.

For $t=1$ and $D=0.1$, $J=4/(0.1\sqrt{4.01})\approx19.975$ and $\pi/2\approx1.571$. Thus $18.40<Z<19.98$, and $DZ$ lies between $1.840$ and $1.998$.

## The vector, its curvature and the charge in Lean

```lean
import Mathlib

open Real Matrix Filter Topology

namespace RiceMeleDynamicCharge

noncomputable section
```

The vector $h$ is a function `Fin 3 → ℝ`, with real parameters.

```lean
/-- The Rice-Mele vector with hopping `t`, dimerization `δ`, staggered on-site energy `D`
and crystal momentum `k`. -/
def field (t δ D k : ℝ) : Fin 3 → ℝ :=
  ![2 * t * cos (k / 2), 2 * δ * sin (k / 2), D]
```

The Euclidean length is defined explicitly, since Mathlib's default norm on this type is the largest absolute component.

```lean
/-- The Euclidean length of a three-vector. -/
def length (v : Fin 3 → ℝ) : ℝ := √(v ⬝ᵥ v)
```

The curvature uses actual derivatives, with `⬝ᵥ` for the dot product and `⨯₃` for the cross product.

```lean
/-- The curvature `-h · (∂h/∂k × ∂h/∂δ) / (2 |h|³)` of the Rice-Mele vector `h`,
for parameters at which `h` is not zero. -/
def curvature (t δ D k : ℝ) : ℝ :=
  -(field t δ D k ⬝ᵥ
    ((deriv (fun q => field t δ D q) k) ⨯₃ (deriv (fun d => field t d D k) δ))) /
    (2 * length (field t δ D k) ^ 3)
```

The charge carries no factor of $e/2\pi$ and is a derivative with respect to the hopping parameter $\delta$, not an ionic displacement. A Born effective charge would also need the electron–lattice coupling and the ionic contribution. The curvature formula is the starting point here; it is not derived from Bloch states.

```lean
/-- The dynamic charge: the curvature at zero dimerization, integrated over `0 ≤ k ≤ 2π`. -/
def dynamicCharge (t D : ℝ) : ℝ := ∫ k in (0 : ℝ)..(2 * π), curvature t 0 D k
```

## Closed form of the integrand

The tangent vectors are differentiated component by component.

```lean
/-- The tangent vectors of the Rice-Mele vector along momentum and along dimerization. -/
theorem field_tangents (t δ D k : ℝ) :
    HasDerivAt (fun q => field t δ D q) ![-t * sin (k / 2), δ * cos (k / 2), 0] k ∧
    HasDerivAt (fun d => field t d D k) ![0, 2 * sin (k / 2), 0] δ := by
  have hk := (hasDerivAt_id' k).div_const 2
  have h0 : HasDerivAt (fun q => 2 * t * cos (q / 2)) (-t * sin (k / 2)) k :=
    (hk.cos.const_mul (2 * t)).congr_deriv (by ring)
  have h1 : HasDerivAt (fun q => 2 * δ * sin (q / 2)) (δ * cos (k / 2)) k :=
    (hk.sin.const_mul (2 * δ)).congr_deriv (by ring)
  have h2 : HasDerivAt (fun d => 2 * d * sin (k / 2)) (2 * sin (k / 2)) δ :=
    (((hasDerivAt_id' δ).const_mul 2).mul_const (sin (k / 2))).congr_deriv (by ring)
  constructor
  · rw [hasDerivAt_pi]
    intro i
    fin_cases i
    · exact h0
    · exact h1
    · exact hasDerivAt_const k D
  · rw [hasDerivAt_pi]
    intro i
    fin_cases i
    · exact hasDerivAt_const δ (2 * t * cos (k / 2))
    · exact h2
    · exact hasDerivAt_const δ D
```

Substituting them leaves one term of the triple product, for every $\delta$.

```lean
/-- The curvature in closed form, at any dimerization. -/
theorem curvature_eq (t δ D k : ℝ) :
    curvature t δ D k = D * t * sin (k / 2) ^ 2 /
      √(D ^ 2 + 4 * t ^ 2 * cos (k / 2) ^ 2 + 4 * δ ^ 2 * sin (k / 2) ^ 2) ^ 3 := by
  have hn : field t δ D k ⬝ᵥ field t δ D k =
      D ^ 2 + 4 * t ^ 2 * cos (k / 2) ^ 2 + 4 * δ ^ 2 * sin (k / 2) ^ 2 := by
    simp only [field, dotProduct, Fin.sum_univ_three, Matrix.cons_val_zero,
      Matrix.cons_val_one, Matrix.cons_val]
    ring
  -- only the third component of the cross product survives
  have hc : field t δ D k ⬝ᵥ
      (![-t * sin (k / 2), δ * cos (k / 2), 0] ⨯₃ ![0, 2 * sin (k / 2), 0]) =
      -(2 * (D * t * sin (k / 2) ^ 2)) := by
    simp only [field, cross_apply, dotProduct, Fin.sum_univ_three, Matrix.cons_val_zero,
      Matrix.cons_val_one, Matrix.cons_val]
    ring
  rw [curvature, (field_tangents t δ D k).1.deriv, (field_tangents t δ D k).2.deriv, hc,
    length, hn, neg_neg, mul_div_mul_left _ _ two_ne_zero]
```

Setting $\delta=0$ produces the integral for $Z$.

```lean
/-- The dynamic charge as an explicit integral over momentum. -/
theorem dynamicCharge_eq (t D : ℝ) :
    dynamicCharge t D = ∫ k in (0 : ℝ)..(2 * π),
      D * t * sin (k / 2) ^ 2 / √(D ^ 2 + 4 * t ^ 2 * cos (k / 2) ^ 2) ^ 3 := by
  have h (k : ℝ) : D ^ 2 + 4 * t ^ 2 * cos (k / 2) ^ 2 + 4 * (0 : ℝ) ^ 2 * sin (k / 2) ^ 2 =
      D ^ 2 + 4 * t ^ 2 * cos (k / 2) ^ 2 := by ring
  simp only [dynamicCharge, curvature_eq, h]
```

## The elementary integral and the two-sided bound

For $D>0$ the denominator never vanishes, which makes the integrands continuous and hence integrable.

```lean
/-- For `D > 0`, a continuous function of momentum stays continuous when divided by the cube
of the length of the undimerized Rice-Mele vector. -/
theorem continuous_div_cube (t : ℝ) {D : ℝ} (hD : 0 < D) {f : ℝ → ℝ} (hf : Continuous f) :
    Continuous (fun k => f k / √(D ^ 2 + 4 * t ^ 2 * cos (k / 2) ^ 2) ^ 3) := by
  refine Continuous.div hf (by fun_prop) (fun k => ?_)
  positivity
```

The next proof differentiates the primitive, names the square root `r`, replaces $r^2-4t^2c^2$ by $D^2$, and applies the fundamental theorem of calculus.

```lean
/-- With one power of `sin (k/2)` in place of two, the charge integral is elementary. -/
theorem integral_comparison (t : ℝ) {D : ℝ} (hD : 0 < D) :
    ∫ k in (0 : ℝ)..(2 * π),
      D * t * sin (k / 2) / √(D ^ 2 + 4 * t ^ 2 * cos (k / 2) ^ 2) ^ 3 =
      4 * t / (D * √(D ^ 2 + 4 * t ^ 2)) := by
  have hderiv (k : ℝ) : HasDerivAt
      (fun q => -(2 * t / D) * (cos (q / 2) / √(D ^ 2 + 4 * t ^ 2 * cos (q / 2) ^ 2)))
      (D * t * sin (k / 2) / √(D ^ 2 + 4 * t ^ 2 * cos (k / 2) ^ 2) ^ 3) k := by
    have hpos : 0 < D ^ 2 + 4 * t ^ 2 * cos (k / 2) ^ 2 := by positivity
    have hc : HasDerivAt (fun q => cos (q / 2)) (-sin (k / 2) / 2) k :=
      ((hasDerivAt_id' k).div_const 2).cos.congr_deriv (by ring)
    have hq : HasDerivAt (fun q => D ^ 2 + 4 * t ^ 2 * cos (q / 2) ^ 2)
        (-(4 * t ^ 2 * cos (k / 2) * sin (k / 2))) k :=
      (((hc.fun_pow 2).const_mul (4 * t ^ 2)).const_add (D ^ 2)).congr_deriv (by
        simp only [Nat.cast_ofNat, Nat.reduceSub, pow_one]
        ring)
    have hr0 := Real.sqrt_pos.2 hpos
    have hs := Real.sq_sqrt hpos.le
    refine ((hc.fun_div (hq.sqrt hpos.ne') hr0.ne').const_mul (-(2 * t / D))).congr_deriv ?_
    generalize √(D ^ 2 + 4 * t ^ 2 * cos (k / 2) ^ 2) = r at hr0 hs ⊢
    calc _ = t * sin (k / 2) * (r ^ 2 - 4 * t ^ 2 * cos (k / 2) ^ 2) / (D * r ^ 3) := by
          field_simp
          ring
      _ = t * sin (k / 2) * D ^ 2 / (D * r ^ 3) := by
          rw [show r ^ 2 - 4 * t ^ 2 * cos (k / 2) ^ 2 = D ^ 2 by linarith]
      _ = _ := by field_simp
  rw [intervalIntegral.integral_eq_sub_of_hasDerivAt (fun k _ => hderiv k)
    ((continuous_div_cube t hD (by fun_prop)).intervalIntegrable _ _)]
  have h1 : 2 * π / 2 = π := by ring
  simp only [h1, Real.cos_pi, zero_div, Real.cos_zero, neg_sq, one_pow, mul_one]
  ring
```

For $t>0$ and $D>0$, both bounds follow from pointwise comparison through `integral_mono_on`. In the lower bound, `h1` and `h2` are the two inequalities leading to $r^3$, and `h3` is the resulting bound $1/(4t)$.

```lean
/-- Two-sided bounds on the dynamic charge, a distance `π / (2t)` apart for every `D > 0`. -/
theorem dynamicCharge_bounds {t D : ℝ} (ht : 0 < t) (hD : 0 < D) :
    4 * t / (D * √(D ^ 2 + 4 * t ^ 2)) - π / (2 * t) ≤ dynamicCharge t D ∧
    dynamicCharge t D ≤ 4 * t / (D * √(D ^ 2 + 4 * t ^ 2)) := by
  have hπ : (0 : ℝ) ≤ 2 * π := by positivity
  have i1 := (continuous_div_cube t hD (f := fun k => D * t * sin (k / 2))
    (by fun_prop)).intervalIntegrable (μ := MeasureTheory.volume) 0 (2 * π)
  have i2 := (continuous_div_cube t hD (f := fun k => D * t * sin (k / 2) ^ 2)
    (by fun_prop)).intervalIntegrable (μ := MeasureTheory.volume) 0 (2 * π)
  have i3 : IntervalIntegrable (fun _ : ℝ => 1 / (4 * t)) MeasureTheory.volume 0 (2 * π) :=
    continuous_const.intervalIntegrable _ _
  rw [dynamicCharge_eq, ← integral_comparison t hD]
  constructor
  · have hconst : ∫ _ in (0 : ℝ)..(2 * π), 1 / (4 * t) = π / (2 * t) := by
      rw [intervalIntegral.integral_const, smul_eq_mul]
      ring
    rw [← hconst, ← intervalIntegral.integral_sub i1 i3]
    refine intervalIntegral.integral_mono_on hπ (i1.sub i3) i2 (fun k _ => ?_)
    have hpos : 0 < D ^ 2 + 4 * t ^ 2 * cos (k / 2) ^ 2 := by positivity
    have hr0 := Real.sqrt_pos.2 hpos
    have hs := Real.sq_sqrt hpos.le
    have hDr : D ≤ √(D ^ 2 + 4 * t ^ 2 * cos (k / 2) ^ 2) :=
      (Real.le_sqrt' hD).2 (le_add_of_nonneg_right (by positivity))
    generalize √(D ^ 2 + 4 * t ^ 2 * cos (k / 2) ^ 2) = r at hr0 hs hDr ⊢
    -- sin - sin² ≤ cos², and r³ ≥ D (2 t cos)²
    have h1 : 4 * t ^ 2 * D * (sin (k / 2) - sin (k / 2) ^ 2) ≤
        4 * t ^ 2 * D * cos (k / 2) ^ 2 :=
      mul_le_mul_of_nonneg_left
        (by linarith [Real.sin_sq_add_cos_sq (k / 2), Real.sin_le_one (k / 2)])
        (by positivity)
    have h2 : D * (4 * t ^ 2 * cos (k / 2) ^ 2) ≤ r * r ^ 2 :=
      mul_le_mul hDr (by linarith [sq_nonneg D]) (by positivity) hr0.le
    have h3 : D * t * sin (k / 2) / r ^ 3 - D * t * sin (k / 2) ^ 2 / r ^ 3 ≤
        1 / (4 * t) := by
      rw [← sub_div, div_le_div_iff₀ (by positivity) (by positivity)]
      nlinarith [h1, h2]
    linarith
  · refine intervalIntegral.integral_mono_on hπ i2 i1 (fun k hk => ?_)
    have h0 : 0 ≤ sin (k / 2) :=
      Real.sin_nonneg_of_nonneg_of_le_pi (by linarith [hk.1]) (by linarith [hk.2])
    have hss : sin (k / 2) ^ 2 ≤ sin (k / 2) := by nlinarith [Real.sin_le_one (k / 2)]
    gcongr
```

## Strict bounds and the small-D limit

Let $t>0$ and $D>0$. Positivity of the integrand inside the interval gives the first inequality; `hR`, which states $2t<\sqrt{D^2+4t^2}$, gives the second.

```lean
/-- The dynamic charge is positive and lies strictly below `2 / D`. -/
theorem dynamicCharge_pos_lt {t D : ℝ} (ht : 0 < t) (hD : 0 < D) :
    0 < dynamicCharge t D ∧ dynamicCharge t D < 2 / D := by
  constructor
  · rw [dynamicCharge_eq]
    refine intervalIntegral.intervalIntegral_pos_of_pos_on
      ((continuous_div_cube t hD (by fun_prop)).intervalIntegrable _ _)
      (fun k hk => ?_) (by positivity)
    have h0 : 0 < sin (k / 2) :=
      Real.sin_pos_of_pos_of_lt_pi (by linarith [hk.1]) (by linarith [hk.2])
    positivity
  · refine (dynamicCharge_bounds ht hD).2.trans_lt ?_
    have hR : 2 * t < √(D ^ 2 + 4 * t ^ 2) :=
      (Real.lt_sqrt (by positivity)).2 (by nlinarith [pow_pos hD 2])
    rw [div_lt_div_iff₀ (by positivity) hD]
    nlinarith [mul_lt_mul_of_pos_left hR hD]
```

The filter `𝓝[>] 0` expresses that $D$ approaches zero from above, with $t>0$ fixed. The proof squeezes $DZ$ between the continuous lower bound and the constant $2$.

```lean
/-- As the staggered energy `D` decreases to zero at fixed hopping, `D` times the dynamic
charge tends to `2`. -/
theorem tendsto_mul_dynamicCharge {t : ℝ} (ht : 0 < t) :
    Tendsto (fun D => D * dynamicCharge t D) (𝓝[>] 0) (𝓝 2) := by
  have hc : Continuous (fun D : ℝ => 4 * t / √(D ^ 2 + 4 * t ^ 2) - D * (π / (2 * t))) := by
    refine Continuous.sub (Continuous.div (by fun_prop) (by fun_prop) (fun D => ?_))
      (by fun_prop)
    positivity
  have e : 4 * t / √((0 : ℝ) ^ 2 + 4 * t ^ 2) - 0 * (π / (2 * t)) = 2 := by
    rw [show (0 : ℝ) ^ 2 + 4 * t ^ 2 = (2 * t) ^ 2 by ring, Real.sqrt_sq (by positivity),
      zero_mul, sub_zero, div_eq_iff (by positivity)]
    ring
  -- squeeze between the lower bound and the constant 2
  refine tendsto_of_tendsto_of_tendsto_of_le_of_le'
    ((hc.tendsto' 0 2 e).mono_left nhdsWithin_le_nhds) tendsto_const_nhds ?_ ?_
  · filter_upwards [self_mem_nhdsWithin] with D hD
    have hD' : 0 < D := hD
    have h := mul_le_mul_of_nonneg_left (dynamicCharge_bounds ht hD').1 hD'.le
    have h2 : D * (4 * t / (D * √(D ^ 2 + 4 * t ^ 2))) = 4 * t / √(D ^ 2 + 4 * t ^ 2) := by
      rw [← mul_div_assoc, mul_div_mul_left _ _ hD'.ne']
    rwa [mul_sub, h2] at h
  · filter_upwards [self_mem_nhdsWithin] with D hD
    have h := (lt_div_iff₀ hD).1 (dynamicCharge_pos_lt ht hD).2
    linarith [mul_comm D (dynamicCharge t D)]
```

Multiplying the limit by $D^{-1}\to\infty$ gives the divergence, again for fixed $t>0$.

```lean
/-- The dynamic charge grows without bound as the staggered energy decreases to zero. -/
theorem dynamicCharge_diverges {t : ℝ} (ht : 0 < t) :
    Tendsto (fun D => dynamicCharge t D) (𝓝[>] 0) atTop := by
  refine ((tendsto_mul_dynamicCharge ht).pos_mul_atTop two_pos
    tendsto_inv_nhdsGT_zero).congr' ?_
  filter_upwards [self_mem_nhdsWithin] with D hD
  have hD' : D ≠ 0 := ne_of_gt hD
  field_simp

end

end RiceMeleDynamicCharge
```

```lean
#print axioms RiceMeleDynamicCharge.dynamicCharge_diverges
```

```
'RiceMeleDynamicCharge.dynamicCharge_diverges' depends on axioms: [propext, Classical.choice, Quot.sound]
```
